# Orbitals (3/5, 4i/5, 0) and (0, 0, 1) in an orthonormal basis: orthonormality and density matrix

The theorem `orthonormal_orbitals_witness` concerns two orbitals in three basis functions, stored as the columns (3/5, 4i/5, 0) and (0, 0, 1) of the complex 3×2 matrix C, called `sampleOrbitals` in the file. It states that Cᴴ C is the 2×2 identity, so the orbitals are orthonormal when the basis is itself taken as orthonormal (no overlap matrix appears). It also states that the one-particle density matrix `density`, P = C Cᴴ, in which each orbital has occupation one, has diagonal 9/25, 16/25, 1, entries −12i/25 in position (0,1) and 12i/25 in position (1,0), counting from zero, and zeros elsewhere. The attempt compares matrices entry by entry with `ext` and `fin_cases`, expands the products and splits real and imaginary parts with `simp`, and leaves the arithmetic to `norm_num`.

The first attempt, which Lean rejects:

```lean
import Mathlib

open Matrix
open scoped ComplexOrder

namespace DensityHoleProjectors

noncomputable section

variable {n k : ℕ}

/-- One-particle density matrix `P = C Cᴴ` of the orbitals stored as the columns of `C`. -/
def density (C : Matrix (Fin n) (Fin k) ℂ) : Matrix (Fin n) (Fin n) ℂ := C * Cᴴ

/-- Two orbitals in three basis functions, the first with a complex coefficient. -/
def sampleOrbitals : Matrix (Fin 3) (Fin 2) ℂ :=
  !![3 / 5, 0; 4 / 5 * Complex.I, 0; 0, 1]

/-- The sample orbitals are orthonormal, and their density matrix is the displayed matrix. -/
theorem orthonormal_orbitals_witness :
    sampleOrbitalsᴴ * sampleOrbitals = 1 ∧
    density sampleOrbitals =
      !![9 / 25, -(12 / 25 * Complex.I), 0; 12 / 25 * Complex.I, 16 / 25, 0; 0, 0, 1] := by
  constructor
  · ext i j
    fin_cases i <;> fin_cases j <;>
      simp [sampleOrbitals, Matrix.mul_apply, Fin.sum_univ_succ, Complex.ext_iff] <;>
      norm_num
  · ext i j
    fin_cases i <;> fin_cases j <;>
      simp [density, sampleOrbitals, Matrix.mul_apply, Fin.sum_univ_succ, Complex.ext_iff] <;>
      norm_num

end

end DensityHoleProjectors
```

Lean reports:

```
Main.lean:25:2: error: unsolved goals
case left.«0».«0»
⊢ ((starRingEnd ℂ) 3 / (starRingEnd ℂ) 5).re * (3 / 5) + ((starRingEnd ℂ) 4 / (starRingEnd ℂ) 5).re * (4 / 5) = 1 ∧
    ((starRingEnd ℂ) 3 / (starRingEnd ℂ) 5).im * (3 / 5) + ((starRingEnd ℂ) 4 / (starRingEnd ℂ) 5).im * (4 / 5) = 0
Main.lean:29:2: error: unsolved goals
case right.«0».«0»
⊢ 3 / 5 * ((starRingEnd ℂ) 3 / (starRingEnd ℂ) 5).re = 9 / 25 ∧ ((starRingEnd ℂ) 3 / (starRingEnd ℂ) 5).im = 0

case right.«0».«1»
⊢ ((starRingEnd ℂ) 4 / (starRingEnd ℂ) 5).im = 0 ∧ 3 / 5 * ((starRingEnd ℂ) 4 / (starRingEnd ℂ) 5).re = 12 / 25

case right.«1».«0»
⊢ ((starRingEnd ℂ) 3 / (starRingEnd ℂ) 5).im = 0 ∧ 4 / 5 * ((starRingEnd ℂ) 3 / (starRingEnd ℂ) 5).re = 12 / 25

case right.«1».«1»
⊢ 4 / 5 * ((starRingEnd ℂ) 4 / (starRingEnd ℂ) 5).re = 16 / 25 ∧ ((starRingEnd ℂ) 4 / (starRingEnd ℂ) 5).im = 0
```

Cause. Both messages report goals left open after `simp` and `norm_num`: the (0,0) entry of Cᴴ C, and the four entries of the upper-left 2×2 block of P. These are the entries built from the first orbital's nonzero coefficients. In each, the conjugate transpose has left terms such as `(starRingEnd ℂ) 3 / (starRingEnd ℂ) 5`. Complex conjugation was pushed onto the numerals 3, 4 and 5 but not evaluated there, so `.re` and `.im` of these quotients did not reduce to numbers and the arithmetic could not finish.

The diff adds `h3`, `h4`, `h5`, saying that conjugation fixes 3, 4 and 5, each proved by comparing real and imaginary parts with `Complex.ext`. Passed to both `simp` calls, they rewrite the conjugated numerals into plain ones, and what remains is rational arithmetic for `norm_num`.

In the first branch, `<;> norm_num` becomes a separate line `norm_num`. This is tidying: only one goal, the (0,0) entry, needs it there. The second branch keeps `<;>` because several entries remain.

Lean accepts the file once it reads:

```diff
@@ -22,12 +22,17 @@
     density sampleOrbitals =
       !![9 / 25, -(12 / 25 * Complex.I), 0; 12 / 25 * Complex.I, 16 / 25, 0; 0, 0, 1] := by
+  have h3 : (starRingEnd ℂ) 3 = 3 := Complex.ext (by simp) (by simp)
+  have h4 : (starRingEnd ℂ) 4 = 4 := Complex.ext (by simp) (by simp)
+  have h5 : (starRingEnd ℂ) 5 = 5 := Complex.ext (by simp) (by simp)
   constructor
   · ext i j
     fin_cases i <;> fin_cases j <;>
-      simp [sampleOrbitals, Matrix.mul_apply, Fin.sum_univ_succ, Complex.ext_iff] <;>
-      norm_num
+      simp [sampleOrbitals, Matrix.mul_apply, Fin.sum_univ_succ, Complex.ext_iff,
+        h3, h4, h5]
+    norm_num
   · ext i j
     fin_cases i <;> fin_cases j <;>
-      simp [density, sampleOrbitals, Matrix.mul_apply, Fin.sum_univ_succ, Complex.ext_iff] <;>
+      simp [density, sampleOrbitals, Matrix.mul_apply, Fin.sum_univ_succ, Complex.ext_iff,
+        h3, h4, h5] <;>
       norm_num
 
```
